# Mutual exclusion of infrared and Raman activity for nondegenerate modes of a centrosymmetric harmonic system

A harmonic calculation on a centrosymmetric molecule lists a nondegenerate mode with both infrared and Raman intensity. Without a selection rule, nothing about that entry looks wrong, and a broken symmetry in the force constants or response tensors can pass unnoticed. Mutual exclusion exposes the error: if the masses share the inversion symmetry, a nondegenerate mode has, to first order in the displacements, zero induced dipole or zero Raman tensor.

## Inversion and the atomic data

Let $u_k\in\mathbb R^n$ be the displacement of atom $k$, and let $s(k)$ be the atom onto which inversion carries it, so that $s(s(k))=k$. An atom at the centre is its own partner. Inversion acts on displacements by
$$(Pu)_k=-u_{s(k)}.$$

The coupling blocks $D_{kl}$, effective charge tensors $Z_k$ and atomic Raman tensors $R_{ka}$, where $a$ labels a Cartesian component, define
$$(Du)_k=\sum_l D_{kl}u_l,\qquad d(u)=\sum_k Z_ku_k,\qquad r(u)=\sum_{k,a}u_{ka}R_{ka}.$$

Here $d(u)$ is the induced dipole and $r(u)$ the first-order change of polarizability. Inversion symmetry requires
$$D_{s(k)s(l)}=D_{kl},\qquad Z_{s(k)}=Z_k,\qquad R_{s(k)a}=-R_{ka}.$$

Each Cartesian index contributes one sign. Two signs cancel in $D$ and $Z$; of the three in $R$, one survives. The blocks $D_{kl}$ contain the masses as well as the force constants, so partner atoms must also have equal masses. A different isotope on one side can make a mode active in both spectra.

## From atomic symmetry to exclusion

Since $s$ is a bijection, sums over atoms can be reindexed by it:
$$(DPu)_k=-\sum_l D_{s(k)s(l)}u_{s(l)}=-\sum_l D_{s(k)l}u_l=(PDu)_k,$$
$$d(Pu)=-\sum_k Z_{s(k)}u_{s(k)}=-d(u),$$
$$r(Pu)=-\sum_{k,a}u_{s(k)a}R_{ka}=\sum_{k,a}u_{s(k)a}R_{s(k)a}=r(u).$$

Now let $Du=wu$ with $u\ne0$. Then $D(Pu)=P(Du)=w\,Pu$, so $Pu$ lies in the same eigenspace. If that space is one-dimensional, $Pu=cu$ for some real $c$. Inserting this into the two response relations gives
$$(c+1)\,d(u)=0,\qquad (c-1)\,r(u)=0.$$

If neither response vanished, $c$ would equal both $-1$ and $1$. Hence $d(u)=0$ or $r(u)=0$. Both may vanish, in which case the mode is silent.

Moreover, $P^2=1$ gives $c^2u=u$, so $c=\pm1$ and the mode is even or odd.

## Degenerate eigenspaces

A vector in a degenerate eigenspace may mix parities and show both responses. It splits as $u=g+o$ with
$$g=\tfrac12(u+Pu),\qquad o=\tfrac12(u-Pu).$$

Both parts stay in the eigenspace, with $Pg=g$ and $Po=-o$. Also $d(g)=\tfrac12(d(u)-d(u))=0$ and $r(o)=\tfrac12(r(u)-r(u))=0$. A doubly active vector thus needs an even and an odd mode at the same frequency, and one should check for such a coincidence before reading the entry as an error. Degeneracy forced by the point group, as in the bend of carbon dioxide, joins modes of one parity only, and there exclusion still holds.

## A three-atom chain

Take three equal unit masses on a line, numbered 0, 1, 2 and joined by two unit springs. Inversion exchanges 0 and 2. The charges $(-1,2,-1)$ and Raman coefficients $(1,0,-1)$ are chosen to respect the symmetry.

| Stretch | Normalised vector | $w$ | Dipole | Raman tensor |
|---|---|---|---|---|
| symmetric | $(1,0,-1)/\sqrt2$ | 1 | 0 | $\sqrt2$ |
| antisymmetric | $(1,-2,1)/\sqrt6$ | 3 | $-\sqrt6$ | 0 |

For $w=1$ the eigenvalue equations $Dv=wv$ force $v_1=0$ and $v_2=-v_0$; for $w=3$ they force $v_1=-2v_0$ and $v_2=v_0$. Both eigenspaces are thus one-dimensional. The code uses the vectors without the square roots.

## The sign of the Raman tensors

By analogy with the charges, one might wrongly write $R_{s(k)a}=R_{ka}$. Lean would accept this as a hypothesis, since the types are the same, but it makes $r$ odd and destroys the exclusion. With coefficients $(1,-2,1)$ in the chain, the antisymmetric stretch would have both a dipole and a Raman tensor.

## The statement in Lean

A displacement field has type `ι → Fin n → ℝ`: atom first, Cartesian component second. `inversion s` is $P$, and `End.HasEigenvector D w u` says that $u$ is nonzero and $Du=wu$. Nondegeneracy is `finrank ℝ (End.eigenspace D w) = 1`. The number `w` is a squared frequency.

`mutual_exclusion` assumes the three relations for $P$ and allows any real vector spaces as targets of `d` and `r`; it does not need `s` to be an involution. `mutual_exclusion_atomic` derives the relations from the block symmetries for finitely many atoms.

The blocks need not be symmetric, so $D$ may act on true or mass-weighted displacements. In the second case $Z_k$ and $R_{ka}$ must absorb the factor $m_k^{-1/2}$, where $m_k$ is the mass of atom $k$. The model leaves out anharmonicity and higher-order responses, and takes the symmetry of the atomic data as given.

```lean
import Mathlib

open Matrix Module

namespace MutualExclusion

noncomputable section

variable {ι : Type*} {n : ℕ} {s : ι → ι}

/-- Inversion acting on displacements: atom `k` receives the reversed displacement
of its partner `s k`. -/
def inversion (s : ι → ι) : (ι → Fin n → ℝ) →ₗ[ℝ] (ι → Fin n → ℝ) where
  toFun u k := -u (s k)
  map_add' u v := by funext k; simp [add_comm]
  map_smul' c u := by funext k; simp

section Abstract

variable {V W : Type*} [AddCommGroup V] [Module ℝ V] [AddCommGroup W] [Module ℝ W]
  {D : End ℝ (ι → Fin n → ℝ)} {d : (ι → Fin n → ℝ) →ₗ[ℝ] V}
  {r : (ι → Fin n → ℝ) →ₗ[ℝ] W} {w : ℝ} {u : ι → Fin n → ℝ}

/-- If `D` commutes with inversion, inversion multiplies an eigenvector with
one-dimensional eigenspace by a number. -/
theorem inversion_mode (hD : ∀ v, D (inversion s v) = inversion s (D v))
    (h1 : finrank ℝ (End.eigenspace D w) = 1) (hu : End.HasEigenvector D w u) :
    ∃ c : ℝ, inversion s u = c • u := by
  -- the inverted mode has the same eigenvalue
  have hm : inversion s u ∈ End.eigenspace D w := by
    rw [End.mem_eigenspace_iff, hD, hu.apply_eq_smul, map_smul]
  obtain ⟨c, hc⟩ := (finrank_eq_one_iff_of_nonzero'
    (⟨u, hu.1⟩ : End.eigenspace D w)
    (fun h => hu.2 (congrArg Subtype.val h))).1 h1 ⟨_, hm⟩
  exact ⟨c, (congrArg Subtype.val hc).symm⟩

/-- If `s` is an involution and `D` commutes with inversion, an eigenvector with
one-dimensional eigenspace is either even or odd under inversion. -/
theorem mode_parity (hs : Function.Involutive s)
    (hD : ∀ v, D (inversion s v) = inversion s (D v))
    (h1 : finrank ℝ (End.eigenspace D w) = 1) (hu : End.HasEigenvector D w u) :
    inversion s u = u ∨ inversion s u = -u := by
  obtain ⟨c, hc⟩ := inversion_mode hD h1 hu
  have h : inversion s (inversion s u) = u := by
    funext k; simp [inversion, hs k]
  rw [hc, map_smul, hc, smul_smul] at h
  have h0 : (c * c - 1) • u = 0 := by rw [sub_smul, one_smul, h, sub_self]
  have h2 : c * c = 1 := sub_eq_zero.1 ((smul_eq_zero.1 h0).resolve_right hu.2)
  rcases mul_self_eq_one_iff.1 h2 with h3 | h3
  · left; rw [hc, h3, one_smul]
  · right; rw [hc, h3, neg_smul, one_smul]

/-- Mutual exclusion: let `D` commute with inversion, the dipole `d` be odd and the
Raman tensor `r` be even. Then an eigenvector of `D` with one-dimensional eigenspace has
zero dipole or zero Raman tensor. -/
theorem mutual_exclusion (hD : ∀ v, D (inversion s v) = inversion s (D v))
    (hd : ∀ v, d (inversion s v) = -d v) (hr : ∀ v, r (inversion s v) = r v)
    (h1 : finrank ℝ (End.eigenspace D w) = 1) (hu : End.HasEigenvector D w u) :
    d u = 0 ∨ r u = 0 := by
  obtain ⟨c, hc⟩ := inversion_mode hD h1 hu
  have hdu := hd u
  have hru := hr u
  rw [hc, map_smul] at hdu hru
  have e1 : (c + 1) • d u = 0 := by rw [add_smul, one_smul, hdu, neg_add_cancel]
  have e2 : (c - 1) • r u = 0 := by rw [sub_smul, one_smul, hru, sub_self]
  -- the factor c cannot be both -1 and 1
  rcases smul_eq_zero.1 e1 with h | h
  · rcases smul_eq_zero.1 e2 with h' | h'
    · exfalso; linarith
    · exact Or.inr h'
  · exact Or.inl h

/-- For an involution `s`, `D` commuting with inversion, odd `d` and even `r`, every vector
of any eigenspace is the sum of an even part without dipole and an odd part without Raman
tensor, both in that eigenspace. -/
theorem degenerate_splitting (hs : Function.Involutive s)
    (hD : ∀ v, D (inversion s v) = inversion s (D v))
    (hd : ∀ v, d (inversion s v) = -d v) (hr : ∀ v, r (inversion s v) = r v)
    (hu : u ∈ End.eigenspace D w) :
    ∃ g ∈ End.eigenspace D w, ∃ o ∈ End.eigenspace D w, u = g + o ∧
      inversion s g = g ∧ inversion s o = -o ∧ d g = 0 ∧ r o = 0 := by
  have hP : inversion s (inversion s u) = u := by
    funext k; simp [inversion, hs k]
  have hm : inversion s u ∈ End.eigenspace D w := by
    rw [End.mem_eigenspace_iff, hD, End.mem_eigenspace_iff.1 hu, map_smul]
  refine ⟨(1 / 2 : ℝ) • (u + inversion s u), Submodule.smul_mem _ _ (add_mem hu hm),
    (1 / 2 : ℝ) • (u - inversion s u), Submodule.smul_mem _ _ (sub_mem hu hm),
    by module, ?_, ?_, ?_, ?_⟩
  · rw [map_smul, map_add, hP, add_comm]
  · rw [map_smul, map_sub, hP, ← smul_neg, neg_sub]
  · rw [map_smul, map_add, hd, add_neg_cancel, smul_zero]
  · rw [map_smul, map_sub, hr, sub_self, smul_zero]

end Abstract

variable [Fintype ι]

/-- The dynamical matrix with blocks `D k l`, acting on displacements. -/
def dynamicalMap (D : ι → ι → Matrix (Fin n) (Fin n) ℝ) :
    (ι → Fin n → ℝ) →ₗ[ℝ] (ι → Fin n → ℝ) where
  toFun u k := ∑ l, D k l *ᵥ u l
  map_add' u v := by funext k; simp [Matrix.mulVec_add, Finset.sum_add_distrib]
  map_smul' c u := by funext k; simp [Matrix.mulVec_smul, Finset.smul_sum]

/-- The induced dipole, with effective charge tensor `Z k` on atom `k`. -/
def dipole (Z : ι → Matrix (Fin n) (Fin n) ℝ) : (ι → Fin n → ℝ) →ₗ[ℝ] (Fin n → ℝ) where
  toFun u := ∑ k, Z k *ᵥ u k
  map_add' u v := by simp [Matrix.mulVec_add, Finset.sum_add_distrib]
  map_smul' c u := by simp [Matrix.mulVec_smul, Finset.smul_sum]

/-- The Raman tensor: the first-order change of polarizability, where `R k a` is the
derivative with respect to component `a` of the displacement of atom `k`. -/
def raman (R : ι → Fin n → Matrix (Fin n) (Fin n) ℝ) :
    (ι → Fin n → ℝ) →ₗ[ℝ] Matrix (Fin n) (Fin n) ℝ where
  toFun u := ∑ k, ∑ a, u k a • R k a
  map_add' u v := by simp [add_smul, Finset.sum_add_distrib]
  map_smul' c u := by simp [smul_smul, Finset.smul_sum]

/-- If `s` is an involution and the coupling blocks agree on partner pairs, the
dynamical matrix commutes with inversion. -/
theorem dynamicalMap_inversion {D : ι → ι → Matrix (Fin n) (Fin n) ℝ}
    (hs : Function.Involutive s) (hD : ∀ k l, D (s k) (s l) = D k l)
    (u : ι → Fin n → ℝ) :
    dynamicalMap D (inversion s u) = inversion s (dynamicalMap D u) := by
  funext k
  have h : ∑ l, D (s k) (s l) *ᵥ u (s l) = ∑ l, D (s k) l *ᵥ u l :=
    hs.bijective.sum_comp (fun l => D (s k) l *ᵥ u l)
  simp only [hD] at h
  change ∑ l, D k l *ᵥ (-u (s l)) = -∑ l, D (s k) l *ᵥ u l
  rw [← h]
  simp [Matrix.mulVec_neg]

/-- Mutual exclusion from atomic data: let `s` be an involution, with equal coupling blocks
on partner pairs, equal charges and opposite atomic Raman tensors on partners. Then a mode
with one-dimensional eigenspace has zero dipole or zero Raman tensor. -/
theorem mutual_exclusion_atomic {D : ι → ι → Matrix (Fin n) (Fin n) ℝ}
    {Z : ι → Matrix (Fin n) (Fin n) ℝ} {R : ι → Fin n → Matrix (Fin n) (Fin n) ℝ}
    {w : ℝ} {u : ι → Fin n → ℝ} (hs : Function.Involutive s)
    (hD : ∀ k l, D (s k) (s l) = D k l) (hZ : ∀ k, Z (s k) = Z k)
    (hR : ∀ k a, R (s k) a = -R k a)
    (h1 : finrank ℝ (End.eigenspace (dynamicalMap D) w) = 1)
    (hu : End.HasEigenvector (dynamicalMap D) w u) :
    dipole Z u = 0 ∨ raman R u = 0 := by
  refine mutual_exclusion (dynamicalMap_inversion hs hD) (fun v => ?_) (fun v => ?_) h1 hu
  · -- partners carry equal charges, so the dipole is odd
    have h : ∑ k, Z (s k) *ᵥ v (s k) = ∑ k, Z k *ᵥ v k :=
      hs.bijective.sum_comp (fun k => Z k *ᵥ v k)
    simp only [hZ] at h
    change ∑ k, Z k *ᵥ (-v (s k)) = -∑ k, Z k *ᵥ v k
    rw [← h]
    simp [Matrix.mulVec_neg]
  · -- two sign changes cancel, so the Raman tensor is even
    have h : ∑ k, ∑ a, v (s k) a • R (s k) a = ∑ k, ∑ a, v k a • R k a :=
      hs.bijective.sum_comp (fun k => ∑ a, v k a • R k a)
    simp only [hR] at h
    change ∑ k, ∑ a, (-v (s k) a) • R k a = ∑ k, ∑ a, v k a • R k a
    rw [← h]
    simp

/-- Dynamical matrix of three equal unit masses on a line, joined by two unit springs. -/
def chainD (k l : Fin 3) : Matrix (Fin 1) (Fin 1) ℝ :=
  Matrix.of fun _ _ => ![![1, -1, 0], ![-1, 2, -1], ![0, -1, 1]] k l

/-- Effective charges -1, 2, -1 along the chain. -/
def chainZ (k : Fin 3) : Matrix (Fin 1) (Fin 1) ℝ :=
  Matrix.of fun _ _ => ![-1, 2, -1] k

/-- Atomic Raman tensors 1, 0, -1 along the chain. -/
def chainR (k : Fin 3) (_ : Fin 1) : Matrix (Fin 1) (Fin 1) ℝ :=
  Matrix.of fun _ _ => ![1, 0, -1] k

/-- Symmetric stretch: the outer atoms move oppositely and the centre rests. -/
def symStretch : Fin 3 → Fin 1 → ℝ := fun k _ => ![1, 0, -1] k

/-- Antisymmetric stretch: the outer atoms move together against the centre. -/
def asymStretch : Fin 3 → Fin 1 → ℝ := fun k _ => ![1, -2, 1] k

/-- The dynamical matrix of the chain, written out atom by atom. -/
theorem chain_apply (v : Fin 3 → Fin 1 → ℝ) : dynamicalMap chainD v =
    fun k _ => ![v 0 0 - v 1 0, 2 * v 1 0 - v 0 0 - v 2 0, v 2 0 - v 1 0] k := by
  ext k a
  fin_cases k <;> fin_cases a <;>
    simp [dynamicalMap, chainD, Fin.sum_univ_three, Matrix.mulVec, dotProduct] <;> ring

/-- The chain has the required inversion symmetry, and its two stretches have
one-dimensional eigenspaces. The symmetric one has only a Raman tensor, the antisymmetric
one only a dipole. -/
theorem chain_witness :
    ((∀ k l, chainD (Fin.rev k) (Fin.rev l) = chainD k l) ∧
      (∀ k, chainZ (Fin.rev k) = chainZ k) ∧
      (∀ k a, chainR (Fin.rev k) a = -chainR k a)) ∧
    (finrank ℝ (End.eigenspace (dynamicalMap chainD) 1) = 1 ∧
      End.HasEigenvector (dynamicalMap chainD) 1 symStretch) ∧
    (finrank ℝ (End.eigenspace (dynamicalMap chainD) 3) = 1 ∧
      End.HasEigenvector (dynamicalMap chainD) 3 asymStretch) ∧
    (dipole chainZ symStretch = 0 ∧ raman chainR symStretch ≠ 0) ∧
    (dipole chainZ asymStretch ≠ 0 ∧ raman chainR asymStretch = 0) := by
  -- a mode that spans all solutions of the eigenvalue equation is nondegenerate
  have key : ∀ (w : ℝ) (m : Fin 3 → Fin 1 → ℝ), m 0 0 = 1 →
      (∀ v, dynamicalMap chainD v = w • v ↔ ∃ c : ℝ, c • m = v) →
      finrank ℝ (End.eigenspace (dynamicalMap chainD) w) = 1 ∧
        End.HasEigenvector (dynamicalMap chainD) w m := by
    intro w m h0 h
    have hm : m ≠ 0 := by rintro rfl; simp at h0
    have hE : End.eigenspace (dynamicalMap chainD) w = Submodule.span ℝ {m} := by
      ext v
      rw [End.mem_eigenspace_iff, Submodule.mem_span_singleton]
      exact h v
    exact ⟨by rw [hE]; exact finrank_span_singleton hm,
      And.intro (End.mem_eigenspace_iff.2 ((h m).2 ⟨1, one_smul _ _⟩)) hm⟩
  refine ⟨⟨?_, ?_, ?_⟩, key 1 _ (by simp [symStretch]) (fun v => ?_),
    key 3 _ (by simp [asymStretch]) (fun v => ?_), ⟨?_, ?_⟩, ⟨?_, ?_⟩⟩
  · intro k l
    fin_cases k <;> fin_cases l <;> simp [chainD, Fin.rev]
  · intro k
    fin_cases k <;> simp [chainZ, Fin.rev]
  · intro k a
    ext i j
    fin_cases k <;> simp [chainR, Fin.rev]
  · rw [chain_apply]
    constructor
    · intro h
      have h0 : v 0 0 - v 1 0 = 1 * v 0 0 := congrFun (congrFun h 0) 0
      have h1 : 2 * v 1 0 - v 0 0 - v 2 0 = 1 * v 1 0 := congrFun (congrFun h 1) 0
      refine ⟨v 0 0, ?_⟩
      ext k a
      fin_cases k <;> fin_cases a <;> simp [symStretch] <;> linarith
    · rintro ⟨c, rfl⟩
      ext k a
      fin_cases k <;> fin_cases a <;> simp [symStretch]
  · rw [chain_apply]
    constructor
    · intro h
      have h0 : v 0 0 - v 1 0 = 3 * v 0 0 := congrFun (congrFun h 0) 0
      have h2 : v 2 0 - v 1 0 = 3 * v 2 0 := congrFun (congrFun h 2) 0
      refine ⟨v 0 0, ?_⟩
      ext k a
      fin_cases k <;> fin_cases a <;> simp [asymStretch] <;> linarith
    · rintro ⟨c, rfl⟩
      ext k a
      fin_cases k <;> fin_cases a <;> simp [asymStretch] <;> ring
  · ext a
    simp [dipole, chainZ, symStretch, Fin.sum_univ_three, Matrix.mulVec, dotProduct]
  · intro h
    have h0 := congrFun (congrFun h 0) 0
    simp [raman, chainR, symStretch, Fin.sum_univ_three] at h0
  · intro h
    have h0 := congrFun h 0
    simp [dipole, chainZ, asymStretch, Fin.sum_univ_three, Matrix.mulVec,
      dotProduct] at h0
    norm_num at h0
  · ext i j
    simp [raman, chainR, asymStretch, Fin.sum_univ_three]

end

end MutualExclusion
```

```lean
#print axioms MutualExclusion.mode_parity
-- 'MutualExclusion.mode_parity' depends on axioms: [propext, Classical.choice, Quot.sound]
#print axioms MutualExclusion.degenerate_splitting
-- 'MutualExclusion.degenerate_splitting' depends on axioms: [propext, Classical.choice, Quot.sound]
#print axioms MutualExclusion.mutual_exclusion_atomic
-- 'MutualExclusion.mutual_exclusion_atomic' depends on axioms: [propext, Classical.choice, Quot.sound]
```

## One-dimensionality as a scalar factor

The proof turns on `finrank_eq_one_iff_of_nonzero'`. For a nonzero vector, it says that a space has dimension one exactly when every vector in it is a multiple of that one. In `inversion_mode` the space is the eigenspace, so $u$ must first be packaged with its membership proof, as `⟨u, hu.1⟩`. Applied to the inverted mode, the lemma yields $c$; `congrArg Subtype.val` then carries the equation back to ordinary displacements.

## The remaining proofs

`mutual_exclusion` forms the two products as `e1` and `e2`. `smul_eq_zero` splits each into a vanishing scalar or a vanishing response, and `linarith` refutes the case $c=-1$, $c=1$. `mode_parity` applies inversion twice to get $c^2=1$, and `degenerate_splitting` supplies $g$ and $o$ explicitly.

In `dynamicalMap_inversion` and `mutual_exclusion_atomic`, `hs.bijective.sum_comp` performs the reindexing by $s$.

For the chain, `chain_apply` writes out the three components of $Dv$. Inside `chain_witness`, `key` shows that a mode spanning all solutions of the eigenvalue equation has a one-dimensional eigenspace. The rest solves that equation for $w=1$ and $w=3$ and evaluates the responses.
